# For N ≥ 4 equidistant atoms, the unit-mass stretching matrix has eigenvalues N, N/2 and 1

Take four atoms at the corners of a regular tetrahedron, joined by six equal springs. Let $G$ be the matrix on the six bonds with 2 on the diagonal, 1/2 for two bonds that share an atom and 0 for two opposite bonds. Each bond meets four others and misses one, so three kinds of stretching pattern can be read off:

- All stretches equal: $2+4\cdot\tfrac12=4$.
- Opposite bonds stretched by $p$ and $-p$, and likewise in the other two pairs: the four neighbours of any bond cancel, which leaves the eigenvalue 2, with three free parameters.
- Opposite bonds equal, with values $p,q,s$ on the three pairs and $p+q+s=0$: $2p+\tfrac12(2q+2s)=p$, so the eigenvalue is 1, with two free parameters.

For $N\ge4$ sites the eigenvalues are $N$, $N/2$ and 1, with multiplicities $1$, $N-1$ and $N(N-3)/2$. The formula also holds at $N=3$, where the last multiplicity is zero. The eigenvalue $N$ again belongs to equal stretches; the patterns of the other two are described in the last section.

In Lean 4 with Mathlib:

```lean
import Mathlib

open Matrix Polynomial

noncomputable section

namespace SimplexStretching
```

## Bonds and the matrix G

Sites are the elements of `Fin N`, and a bond is a two-element set of sites, so it has no direction.

```lean
/-- A bond is an unordered pair of distinct sites. -/
abbrev Bond (N : ℕ) := {e : Finset (Fin N) // e.card = 2}
```

The general matrix follows the same rule as for the tetrahedron.

```lean
/-- The stretching matrix: 2 on the diagonal, 1/2 for bonds sharing one site, 0 otherwise. -/
def stretchMatrix (N : ℕ) : Matrix (Bond N) (Bond N) ℝ :=
  Matrix.of fun e f => if e = f then 2 else if (e.1 ∩ f.1).card = 1 then 1 / 2 else 0
```

The incidence matrix $B$ has $B_{ie}=1$ if site $i$ is an end of bond $e$, and 0 otherwise.

```lean
/-- The site-bond incidence matrix: 1 if the site is an end of the bond, 0 otherwise. -/
def incidence (N : ℕ) : Matrix (Fin N) (Bond N) ℝ :=
  Matrix.of fun i e => if i ∈ e.1 then 1 else 0
```

## From springs to G

Let atom $k$ have position $r_k$ and small displacement $u_k$, with no two atoms at the same position. The stretch of bond $e$ is $s_e=\sum_k b_{ek}\cdot u_k$, where $b_{ek}$ is the unit vector pointing to $k$ from the other end of $e$, or zero if $k$ is not an end. In the code, the sum of $r_k-r_j$ over both ends $j$ of the bond leaves just the difference from the other end.

```lean
/-- The Wilson vector of bond `e` at atom `k`: the unit vector from the other end of the bond
towards `k` if `k` is an end of `e`, and zero otherwise. -/
def bondVector {N : ℕ} {V : Type*} [NormedAddCommGroup V] [InnerProductSpace ℝ V]
    (r : Fin N → V) (e : Bond N) (k : Fin N) : V :=
  if k ∈ e.1 then ‖∑ j ∈ e.1, (r k - r j)‖⁻¹ • ∑ j ∈ e.1, (r k - r j) else 0
```

With springs of constant $\kappa$ that are relaxed at the positions $r_k$, and atoms of mass $m$, the force on atom $k$ is, to first order, $-\kappa\sum_f s_f b_{fk}$. Hence
$$\ddot s_e=-\frac{\kappa}{m}\sum_f G_{ef}s_f,\qquad G_{ef}=\sum_k b_{ek}\cdot b_{fk},$$
and an eigenvector of $G$ with eigenvalue $\lambda>0$ is the stretching pattern of a vibration with $\omega^2=\kappa\lambda/m$. The code takes up the argument at $G$, with unit masses; the equation of motion supplies its link to frequencies.

```lean
/-- The Wilson G matrix of the bond stretches for atoms of unit mass at positions `r`. -/
def wilsonG {N : ℕ} {V : Type*} [NormedAddCommGroup V] [InnerProductSpace ℝ V]
    (r : Fin N → V) : Matrix (Bond N) (Bond N) ℝ :=
  Matrix.of fun e f => ∑ k, inner ℝ (bondVector r e k) (bondVector r f k)
```

Two different bonds cannot share both ends, since they would then be the same set.

```lean
/-- Two different bonds share no site or exactly one. -/
theorem card_shared {N : ℕ} {e f : Bond N} (h : e ≠ f) :
    (e.1 ∩ f.1).card = 0 ∨ (e.1 ∩ f.1).card = 1 := by
  by_contra hc
  have h2 : 2 ≤ (e.1 ∩ f.1).card := by omega
  have h3 := Finset.eq_of_subset_of_card_le
    (Finset.inter_subset_left (s₁ := e.1) (s₂ := f.1)) (e.2.le.trans h2)
  have h4 := Finset.eq_of_subset_of_card_le
    (Finset.inter_subset_right (s₁ := e.1) (s₂ := f.1)) (f.2.le.trans h2)
  exact h (Subtype.ext (h3.symm.trans h4))
```

Let all distances equal $d>0$. On the diagonal, two unit vectors contribute $1+1=2$. Bonds without a common atom contribute 0. If $e=\{a,b\}$ and $f=\{a,c\}$, only atom $a$ contributes, and
$$d^2=|r_c-r_b|^2=2d^2-2\,(r_a-r_b)\cdot(r_a-r_c)$$
gives the inner product $d^2/2$. Division by $d^2$ leaves $1/2$, the cosine of 60°. The proof follows these three cases. The positions lie in any real inner product space `V`; in three dimensions at most four atoms can be equidistant, so larger $N$ describes higher-dimensional simplices.

```lean
/-- For equidistant atoms of unit mass the Wilson G matrix is the stretching matrix. -/
theorem wilsonG_eq {N : ℕ} {V : Type*} [NormedAddCommGroup V] [InnerProductSpace ℝ V]
    (r : Fin N → V) {d : ℝ} (hd : 0 < d) (h : ∀ i j, i ≠ j → ‖r i - r j‖ = d) :
    wilsonG r = stretchMatrix N := by
  have hv : ∀ (e : Bond N) (i j : Fin N), i ≠ j → e.1 = {i, j} →
      bondVector r e i = d⁻¹ • (r i - r j) := by
    intro e i j hij he
    simp [bondVector, he, Finset.sum_pair hij, h i j hij]
  have hend : ∀ (e : Bond N) (a : Fin N), a ∈ e.1 → ∃ b, a ≠ b ∧ e.1 = {a, b} := by
    intro e a ha
    obtain ⟨x, y, hxy, he⟩ := Finset.card_eq_two.1 e.2
    rw [he, Finset.mem_insert, Finset.mem_singleton] at ha
    rcases ha with ha | ha
    · exact ⟨y, ha ▸ hxy, ha ▸ he⟩
    · exact ⟨x, ha ▸ hxy.symm, by rw [he, ha, Finset.pair_comm]⟩
  ext e f
  simp only [wilsonG, stretchMatrix, Matrix.of_apply]
  by_cases hef : e = f
  · -- one bond: both ends contribute a unit vector
    subst hef
    obtain ⟨a, b, hab, he⟩ := Finset.card_eq_two.1 e.2
    have hs : ∑ k, inner ℝ (bondVector r e k) (bondVector r e k)
        = ∑ k ∈ e.1, inner ℝ (bondVector r e k) (bondVector r e k) :=
      (Finset.sum_subset (Finset.subset_univ _)
        (fun k _ hk => by simp [bondVector, hk])).symm
    have hu : ∀ i j, i ≠ j → inner ℝ (d⁻¹ • (r i - r j)) (d⁻¹ • (r i - r j)) = (1 : ℝ) := by
      intro i j hij
      rw [real_inner_smul_left, real_inner_smul_right, real_inner_self_eq_norm_sq, h i j hij]
      field_simp
    rw [hs, he, Finset.sum_pair hab, hv e a b hab he,
      hv e b a hab.symm (by rw [he, Finset.pair_comm]), hu a b hab, hu b a hab.symm, if_pos rfl]
    norm_num
  · rw [if_neg hef]
    rcases card_shared hef with h0 | h1
    · rw [if_neg (by omega)]
      refine Finset.sum_eq_zero fun k _ => ?_
      by_cases hk : k ∈ e.1
      · have hk' : k ∉ f.1 := fun hf => by
          have hm := Finset.mem_inter.2 ⟨hk, hf⟩
          rw [Finset.card_eq_zero.1 h0] at hm
          simp at hm
        simp [bondVector, hk']
      · simp [bondVector, hk]
    · -- a shared atom: the two bonds enclose 60 degrees
      rw [if_pos h1]
      obtain ⟨a, ha⟩ := Finset.card_eq_one.1 h1
      have hm : a ∈ e.1 ∩ f.1 := by rw [ha]; simp
      obtain ⟨b, hab, he⟩ := hend e a (Finset.mem_inter.1 hm).1
      obtain ⟨c, hac, hf⟩ := hend f a (Finset.mem_inter.1 hm).2
      have hcb : c ≠ b := fun hc => hef (Subtype.ext (by rw [he, hf, hc]))
      rw [Finset.sum_eq_single a]
      · rw [hv e a b hab he, hv f a c hac hf, real_inner_smul_left, real_inner_smul_right]
        have hn := norm_sub_sq_real (r a - r b) (r a - r c)
        rw [sub_sub_sub_cancel_left, h c b hcb, h a b hab, h a c hac] at hn
        have hi : inner ℝ (r a - r b) (r a - r c) = d ^ 2 / 2 := by linarith
        rw [hi]
        field_simp
      · intro k _ hka
        by_cases hk : k ∈ e.1
        · have hk' : k ∉ f.1 := fun hf' => by
            have hm' := Finset.mem_inter.2 ⟨hk, hf'⟩
            rw [ha] at hm'
            exact hka (Finset.mem_singleton.1 hm')
          simp [bondVector, hk']
        · simp [bondVector, hk]
      · simp
```

Equal distances are essential. On a unit square with both diagonals as bonds, take the vector with entry $1$ on each side and $-\sqrt2$ on each diagonal. A side is perpendicular to its neighbouring sides and meets each diagonal at 45°, so its row of $G$ gives $2-2\cdot\tfrac{\sqrt2}{2}\sqrt2=0$; a diagonal's row gives $-2\sqrt2+4\cdot\tfrac{\sqrt2}{2}=0$. The square therefore has the eigenvalue 0, which the tetrahedron lacks. No small displacement of the atoms produces this vector as its stretches; it expresses a linear relation among the six stretches of the square: those of the sides add up to $\sqrt2$ times the sum of those of the diagonals.

## From bonds to sites

The entry $(B^TB)_{ef}$ counts the sites common to $e$ and $f$: 2, 1 or 0. Therefore $G=1+\tfrac12B^TB$.

```lean
/-- The stretching matrix is the identity plus half the bond-bond overlap of the incidence
matrix. -/
theorem stretchMatrix_eq (N : ℕ) :
    stretchMatrix N = 1 + (1 / 2 : ℝ) • ((incidence N)ᵀ * incidence N) := by
  ext e f
  have h : ((incidence N)ᵀ * incidence N) e f = ((e.1 ∩ f.1).card : ℝ) := by
    have h1 : ∀ k, (incidence N)ᵀ e k * incidence N k f
        = if k ∈ e.1 ∩ f.1 then (1 : ℝ) else 0 := by
      intro k
      by_cases he : k ∈ e.1 <;> by_cases hf : k ∈ f.1 <;> simp [incidence, he, hf]
    have h2 : Finset.univ.filter (fun k => k ∈ e.1 ∩ f.1) = e.1 ∩ f.1 := by ext; simp
    rw [Matrix.mul_apply, Finset.sum_congr rfl (fun k _ => h1 k), Finset.sum_boole, h2]
  rw [Matrix.add_apply, Matrix.smul_apply, h]
  by_cases hef : e = f
  · subst hef
    norm_num [stretchMatrix, e.2]
  · rcases card_shared hef with h0 | h0 <;> simp [stretchMatrix, hef, h0]
```

In the other order, $(BB^T)_{ij}$ counts the bonds containing both $i$ and $j$. This is 1 for $i\ne j$ and $N-1$ for $i=j$, so $BB^T=(N-2)1+J$, where $J$ has all entries 1. The code finds the diagonal entry $D$ by counting bond ends: row $i$ sums to $2D$, and also to $D+(N-1)$.

```lean
/-- Two different sites have one common bond, and each site has `N - 1` bonds. -/
theorem incidence_gram (N : ℕ) :
    incidence N * (incidence N)ᵀ = ((N : ℝ) - 2) • 1 + Matrix.of fun _ _ => (1 : ℝ) := by
  ext i j
  have off : ∀ j, i ≠ j → ∑ e, incidence N i e * incidence N j e = 1 := by
    intro j hij
    rw [Finset.sum_eq_single (⟨{i, j}, Finset.card_pair hij⟩ : Bond N)]
    · simp [incidence]
    · intro e _ hne
      by_contra hc
      have hi : i ∈ e.1 := by
        by_contra hi
        exact hc (by simp [incidence, hi])
      have hj : j ∈ e.1 := by
        by_contra hj
        exact hc (by simp [incidence, hj])
      exact hne (Subtype.ext (Finset.eq_of_subset_of_card_le
        (Finset.insert_subset hi (Finset.singleton_subset_iff.2 hj))
        (e.2.trans (Finset.card_pair hij).symm).le).symm)
    · simp
  have dia : ∑ e, incidence N i e * incidence N i e = (N : ℝ) - 1 := by
    -- count the ends of all bonds at site i in two ways
    have h2 : ∑ j, ∑ e, incidence N i e * incidence N j e
        = 2 * ∑ e, incidence N i e * incidence N i e := by
      rw [Finset.sum_comm, Finset.mul_sum]
      refine Finset.sum_congr rfl fun e _ => ?_
      have hc : ∑ j, incidence N j e = 2 := by simp [incidence, e.2]
      rw [← Finset.mul_sum, hc]
      by_cases hi : i ∈ e.1 <;> simp [incidence, hi]
    have h1 : ∑ j ∈ Finset.univ.erase i, ∑ e, incidence N i e * incidence N j e
        = (N : ℝ) - 1 := by
      rw [Finset.sum_congr rfl (fun j hj => off j (Finset.ne_of_mem_erase hj).symm),
        Finset.sum_const, Finset.card_erase_of_mem (Finset.mem_univ i), Finset.card_univ,
        Fintype.card_fin, nsmul_eq_mul, mul_one, Nat.cast_pred (Fin.pos i)]
    have hs := Finset.add_sum_erase Finset.univ
      (fun j => ∑ e, incidence N i e * incidence N j e) (Finset.mem_univ i)
    beta_reduce at hs
    linarith
  rw [Matrix.mul_apply]
  simp only [Matrix.transpose_apply, Matrix.add_apply, Matrix.smul_apply, Matrix.of_apply,
    smul_eq_mul]
  by_cases hij : i = j
  · subst hij
    rw [dia, Matrix.one_apply_eq]
    ring
  · rw [off j hij, Matrix.one_apply_ne hij]
    ring
```

## The secular determinant

For $A$ of size $m\times n$ and $C$ of size $n\times m$ (`B` in the code), and $t\neq0$,
$$\det(t1_m-AC)=t^m\det(1_n-CA/t)=t^{m-n}\det(t1_n-CA).$$
The first equality comes from evaluating the determinant of $\begin{pmatrix}t1_m&A\\C&1_n\end{pmatrix}$ by eliminating either block. Multiplying by $t^n$ gives an identity between polynomials, which then holds at $t=0$ too. The code obtains it by evaluating Mathlib's version for characteristic polynomials.

```lean
/-- Exchanging the factors of a rectangular product changes the secular determinant only by
powers of the spectral variable. -/
theorem secular_exchange {m n : Type*} [Fintype m] [Fintype n] [DecidableEq m] [DecidableEq n]
    (A : Matrix m n ℝ) (B : Matrix n m ℝ) (t : ℝ) :
    t ^ Fintype.card n * (t • (1 : Matrix m m ℝ) - A * B).det
      = t ^ Fintype.card m * (t • (1 : Matrix n n ℝ) - B * A).det := by
  have h := congrArg (Polynomial.eval t) (Matrix.charpoly_mul_comm' A B)
  simpa [Matrix.eval_charpoly, Matrix.smul_one_eq_diagonal] using h
```

There are $N(N-1)/2=N+N(N-3)/2$ bonds. A first exchange, with $t=x-1$, gives
$$\det(x1-G)=(x-1)^{N(N-3)/2}\det\!\big((x-\tfrac N2)1-\tfrac12J\big).$$
Now $\tfrac12J=RS$, with $R$ a column of halves and $S$ a row of ones, and $SR=N/2$. A second exchange, with $t=x-\tfrac N2$, turns the site determinant into $(x-\tfrac N2)^{N-1}(x-N)$. The code cancels powers at $x>N$, where both values of $t$ are nonzero; polynomials that agree at infinitely many points are equal. In the theorem, `X` is the polynomial variable and `C` turns a number into a constant polynomial; it is not the matrix $C$ above.

```lean
/-- The stretching matrix has eigenvalues `N`, `N/2` and `1` with algebraic multiplicities `1`, `N -
1` and `N(N-3)/2`; for `N = 3` the last multiplicity is zero, so 1 is not an eigenvalue. -/
theorem stretchMatrix_charpoly {N : ℕ} (hN : 3 ≤ N) :
    (stretchMatrix N).charpoly = (X - C (N : ℝ)) * (X - C ((N : ℝ) / 2)) ^ (N - 1)
      * (X - C 1) ^ (N * (N - 3) / 2) := by
  have hcard : Fintype.card (Bond N) = N + N * (N - 3) / 2 := by
    rw [Fintype.card_finset_len, Fintype.card_fin, Nat.choose_two_right]
    obtain ⟨k, rfl⟩ := Nat.exists_eq_add_of_le' hN
    rw [show k + 3 - 1 = k + 2 by omega, show k + 3 - 3 = k by omega,
      show (k + 3) * (k + 2) = (k + 3) * k + 2 * (k + 3) by ring,
      Nat.add_mul_div_left _ _ (by norm_num), add_comm]
  -- it suffices to compare the two polynomials at all x > N
  refine Polynomial.eq_of_infinite_eval_eq _ _ ((Set.Ioi_infinite (N : ℝ)).mono ?_)
  intro x hx
  have hx' : (N : ℝ) < x := hx
  have hN' : (3 : ℝ) ≤ N := by exact_mod_cast hN
  have hy : x - 1 ≠ 0 := by linarith
  have ha : x - (N : ℝ) / 2 ≠ 0 := by linarith
  let R : Matrix (Fin N) (Fin 1) ℝ := Matrix.of fun _ _ => 1 / 2
  let S : Matrix (Fin 1) (Fin N) ℝ := Matrix.of fun _ _ => 1
  have e1 : x • (1 : Matrix (Bond N) (Bond N) ℝ) - stretchMatrix N
      = (x - 1) • 1 - (incidence N)ᵀ * ((1 / 2 : ℝ) • incidence N) := by
    rw [stretchMatrix_eq, Matrix.mul_smul]
    module
  have e2 : (x - 1) • (1 : Matrix (Fin N) (Fin N) ℝ)
      - ((1 / 2 : ℝ) • incidence N) * (incidence N)ᵀ = (x - (N : ℝ) / 2) • 1 - R * S := by
    have hRS : R * S = (1 / 2 : ℝ) • Matrix.of fun _ _ => (1 : ℝ) := by
      ext i j
      simp [R, S, Matrix.mul_apply]
    rw [Matrix.smul_mul, incidence_gram, hRS]
    module
  have e3 : ((x - (N : ℝ) / 2) • (1 : Matrix (Fin 1) (Fin 1) ℝ) - S * R).det = x - N := by
    rw [Matrix.det_fin_one]
    simp [R, S, Matrix.mul_apply]
    ring
  -- from bonds to sites, and from sites to a single number
  have s1 := secular_exchange (incidence N)ᵀ ((1 / 2 : ℝ) • incidence N) (x - 1)
  have s2 := secular_exchange R S (x - (N : ℝ) / 2)
  rw [← e1, e2, hcard, Fintype.card_fin, pow_add, mul_assoc] at s1
  have s1' := mul_left_cancel₀ (pow_ne_zero N hy) s1
  rw [e3, Fintype.card_fin, Fintype.card_fin, pow_one,
    show (x - (N : ℝ) / 2) ^ N = (x - (N : ℝ) / 2) * (x - (N : ℝ) / 2) ^ (N - 1) by
      rw [← pow_succ']; congr 1; omega, mul_assoc] at s2
  have s2' := mul_left_cancel₀ ha s2
  have hdet : (stretchMatrix N).charpoly.eval x
      = (x • (1 : Matrix (Bond N) (Bond N) ℝ) - stretchMatrix N).det := by
    simp [Matrix.eval_charpoly, Matrix.smul_one_eq_diagonal]
  change (stretchMatrix N).charpoly.eval x = _
  rw [hdet, s1', s2']
  simp only [eval_mul, eval_pow, eval_sub, eval_X, eval_C]
  ring
```

For four equidistant atoms this gives 4, 2 and 1 with multiplicities 1, 3 and 2. In a harmonic model of P₄ with equal bond springs and no other forces, the squared frequencies thus stand in the ratio 4:2:1, which can serve to test a normal-mode program.

```lean
/-- Four equidistant atoms of unit mass have a Wilson G matrix with eigenvalues 4, 2 and 1 of
algebraic multiplicities 1, 3 and 2. -/
theorem tetrahedron_charpoly {V : Type*} [NormedAddCommGroup V] [InnerProductSpace ℝ V]
    (r : Fin 4 → V) {d : ℝ} (hd : 0 < d) (h : ∀ i j, i ≠ j → ‖r i - r j‖ = d) :
    (wilsonG r).charpoly = (X - C 4) * (X - C 2) ^ 3 * (X - C 1) ^ 2 := by
  rw [wilsonG_eq r hd h, stretchMatrix_charpoly (by norm_num)]
  norm_num
```

## The stretching patterns

Give each site an amplitude $a_i$ with $\sum_i a_i=0$, and stretch bond $\{i,j\}$ by $a_i+a_j$, that is, by $B^Ta$. Since $Ja=0$, we have $BB^Ta=(N-2)a$, and
$$GB^Ta=B^Ta+\tfrac12(N-2)B^Ta=\tfrac N2B^Ta.$$
For $N\ge3$ this pattern is nonzero whenever $a$ is.

```lean
/-- Stretching each bond by the sum of two site amplitudes, with amplitudes adding up to zero,
gives an eigenvector with eigenvalue `N/2` or the zero vector. -/
theorem site_modes {N : ℕ} (a : Fin N → ℝ) (ha : ∑ i, a i = 0) :
    stretchMatrix N *ᵥ ((incidence N)ᵀ *ᵥ a) = ((N : ℝ) / 2) • ((incidence N)ᵀ *ᵥ a) := by
  have hg : incidence N *ᵥ ((incidence N)ᵀ *ᵥ a) = ((N : ℝ) - 2) • a := by
    rw [Matrix.mulVec_mulVec, incidence_gram, Matrix.add_mulVec, Matrix.smul_mulVec,
      Matrix.one_mulVec]
    ext i
    simp [Matrix.mulVec, dotProduct, ha]
  rw [stretchMatrix_eq, Matrix.add_mulVec, Matrix.one_mulVec, Matrix.smul_mulVec,
    ← Matrix.mulVec_mulVec, hg, Matrix.mulVec_smul]
  module
```

The eigenvalue 1 belongs to patterns $v$ whose stretches sum to zero at every site. Indeed $Gv=v$ means $B^TBv=0$; taking the inner product with $v$ gives $|Bv|^2=0$, so $Bv=0$. The converse is immediate.

```lean
/-- A stretching pattern is reproduced with eigenvalue 1 exactly when the stretches of the bonds
meeting at each site add up to zero. -/
theorem balanced_modes {N : ℕ} (v : Bond N → ℝ) :
    stretchMatrix N *ᵥ v = v ↔ incidence N *ᵥ v = 0 := by
  rw [stretchMatrix_eq, Matrix.add_mulVec, Matrix.one_mulVec, Matrix.smul_mulVec,
    ← Matrix.mulVec_mulVec]
  constructor
  · intro h
    have h0 : (incidence N)ᵀ *ᵥ (incidence N *ᵥ v) = 0 := by
      ext e
      have he := congrFun h e
      simp only [Pi.add_apply, Pi.smul_apply, smul_eq_mul] at he
      simp only [Pi.zero_apply]
      linarith
    -- the squared length of the vector of site sums vanishes
    have h1 : v ⬝ᵥ ((incidence N)ᵀ *ᵥ (incidence N *ᵥ v))
        = (incidence N *ᵥ v) ⬝ᵥ (incidence N *ᵥ v) := by
      rw [Matrix.dotProduct_mulVec, Matrix.vecMul_transpose]
    rw [h0, dotProduct_zero] at h1
    exact dotProduct_self_eq_zero.1 h1.symm
  · intro h
    rw [h, Matrix.mulVec_zero, smul_zero, add_zero]
```

Equidistant positions exist for every $N$: the unit coordinate vectors of $N$-dimensional space satisfy $|e_i-e_j|^2=1+1=2$ for $i\ne j$.

```lean
/-- The unit coordinate vectors of `N`-dimensional space are equidistant, with spacing `√2`. -/
theorem equidistant_witness (N : ℕ) (i j : Fin N) (hij : i ≠ j) :
    ‖EuclideanSpace.single i (1 : ℝ) - EuclideanSpace.single j (1 : ℝ)‖ = √2 := by
  have h : ‖EuclideanSpace.single i (1 : ℝ) - EuclideanSpace.single j (1 : ℝ)‖ ^ 2 = 2 := by
    rw [norm_sub_sq_real]
    norm_num [EuclideanSpace.inner_single_left, hij]
  rw [← h, Real.sqrt_sq (norm_nonneg _)]

end SimplexStretching
```

```lean
#print axioms SimplexStretching.stretchMatrix_charpoly
#print axioms SimplexStretching.tetrahedron_charpoly
#print axioms SimplexStretching.site_modes
#print axioms SimplexStretching.balanced_modes
```

```
'SimplexStretching.stretchMatrix_charpoly' depends on axioms: [propext, Classical.choice, Quot.sound]
'SimplexStretching.tetrahedron_charpoly' depends on axioms: [propext, Classical.choice, Quot.sound]
'SimplexStretching.site_modes' depends on axioms: [propext, Classical.choice, Quot.sound]
'SimplexStretching.balanced_modes' depends on axioms: [propext, Classical.choice, Quot.sound]
```
